# For half-integer $S\ge 3/2$ and $D\neq0$, $S_x$ has a nonzero compression to the ground doublet of $DS_z^2$ exactly when $D>0$

The spin is entered as a natural number $n$, with $S=n-\tfrac12$, so integer spins are absent from the start. The $2n$ states are numbered $k=0,\dots,2n-1$ and carry $m=k-n+\tfrac12$. The field enters only through compression: an operator is replaced by its $2\times2$ block on a pair $\pm m$.

For a single ion with half-integer $S\ge\tfrac32$, an isotropic $g$ factor and $DS_z^2$ as its only zero-field term, placed in a weak field, the result links the sign of $D$, which an electronic-structure calculation can supply, to whether the ground doublet has a nonzero transverse $g$ value in EPR.

In Lean 4 with Mathlib:

```lean
import Mathlib

open Matrix

namespace KramersDoubletG

noncomputable section
```

## Half-integer spin

Physically, this is an ion with an odd number of unpaired electrons. The raising operator $S_+$ has the usual elements $\sqrt{S(S+1)-m(m+1)}$ from $m$ to $m+1$, and $S_x=\tfrac12(S_++S_+^\dagger)$. In `raising`, the row is the final state and the column the initial one; $\hbar=1$.

```lean
/-- The spin quantum number `S = n - 1/2`. -/
def spin (n : ℕ) : ℝ := n - 1 / 2

/-- The magnetic quantum number `m = k - n + 1/2` of the `k`-th state. -/
def mag (n : ℕ) (k : Fin (2 * n)) : ℝ := ((k : ℕ) : ℝ) - n + 1 / 2

/-- The raising operator, with elements `√(S(S+1) - m(m+1))` from `m` to `m + 1`. -/
def raising (n : ℕ) : Matrix (Fin (2 * n)) (Fin (2 * n)) ℂ :=
  Matrix.of fun i k => if (i : ℕ) = k + 1 then
    ((√(spin n * (spin n + 1) - mag n k * (mag n k + 1)) : ℝ) : ℂ) else 0

/-- The spin component `S_x`, half the sum of the raising and lowering operators. -/
def Sx (n : ℕ) : Matrix (Fin (2 * n)) (Fin (2 * n)) ℂ :=
  (1 / 2 : ℂ) • (raising n + (raising n)ᴴ)

/-- The spin component `S_z`, diagonal with entries `m`. -/
def Sz (n : ℕ) : Matrix (Fin (2 * n)) (Fin (2 * n)) ℂ :=
  diagonal fun k => ((mag n k : ℝ) : ℂ)
```

Half-integrality matters for $S_x$: the members of a pair $\pm m$ differ by $2m$, which is odd, so it can equal the single unit that $S_+$ supplies. For integer $S$ and $m\ge1$ the difference is even, and $S_x$ has no element within any such pair.

## A field too weak to mix doublets

If the Zeeman energy is small compared with the splitting between doublets, first-order perturbation theory keeps only the block of $g\mu_B\,\mathbf B\cdot\mathbf S$ on one doublet, where $g$ is the isotropic $g$ factor, $\mu_B$ the Bohr magneton and $\mathbf B$ the field. The definition `compress` takes that block, with $+m$ first and $-m$ second. The label `j : Fin n` picks the doublet with $m=j+\tfrac12$, and its type guarantees that the doublet exists. A stronger field with a component perpendicular to $z$ mixes the doublets appreciably, and the block alone no longer describes the spectrum; a field along $z$ does not mix them.

```lean
/-- The Pauli matrix `σ_x`. -/
def pauliX : Matrix (Fin 2) (Fin 2) ℂ := !![0, 1; 1, 0]

/-- The Pauli matrix `σ_z`. -/
def pauliZ : Matrix (Fin 2) (Fin 2) ℂ := !![1, 0; 0, -1]

/-- The state with `m = j + 1/2`. -/
def upper {n : ℕ} (j : Fin n) : Fin (2 * n) := ⟨n + j, by have := j.isLt; omega⟩

/-- The state with `m = -(j + 1/2)`. -/
def lower {n : ℕ} (j : Fin n) : Fin (2 * n) := ⟨n - 1 - j, by have := j.isLt; omega⟩

/-- The two states `m = j + 1/2` and `m = -(j + 1/2)`, in this order. -/
def doublet {n : ℕ} (j : Fin n) : Fin 2 → Fin (2 * n) := ![upper j, lower j]

/-- The compression of an operator to the `j`-th doublet. -/
def compress {n : ℕ} (j : Fin n) (A : Matrix (Fin (2 * n)) (Fin (2 * n)) ℂ) :
    Matrix (Fin 2) (Fin 2) ℂ := A.submatrix (doublet j) (doublet j)
```

## An axial splitting and its lowest doublet

The constant $D$ is postulated. It stands for the zero-field splitting that spin–orbit coupling in the ligand field and the dipolar coupling between electron spins produce. The hypothesis `IsGround D j` says that both states of doublet $j$ have an energy $Dm^2$ no higher than that of any state.

```lean
/-- The axial energy `D m²` of a state. -/
def level {n : ℕ} (D : ℝ) (k : Fin (2 * n)) : ℝ := D * mag n k ^ 2

/-- Both states of the `j`-th doublet have the lowest axial energy. -/
def IsGround {n : ℕ} (D : ℝ) (j : Fin n) : Prop :=
  ∀ (a : Fin 2) (k : Fin (2 * n)), level D (doublet j a) ≤ level D k
```

Without this hypothesis the sign criterion fails: for $D<0$ and $n\ge2$, the excited doublet $j=0$ still has a nonzero $S_x$. The absence of a rhombic term $E(S_x^2-S_y^2)$ matters too, since such a term mixes states whose $m$ differ by 2, and the doublets are then no longer pure $\pm m$ pairs.

## Within a pair $\pm m$, one unit joins only $-\tfrac12$ and $+\tfrac12$

Within doublet $j$, the operator $S_+$ must bridge $2m=2j+1$, which equals 1 only for $j=0$. There the element is
$$\sqrt{S(S+1)+\tfrac14}=S+\tfrac12=n .$$
Adding the adjoint and halving gives $S_x\to\tfrac n2\sigma_x$ for $j=0$ and $S_x\to0$ for $j\ge1$. The diagonal operator gives $S_z\to(j+\tfrac12)\sigma_z$, hence $\tfrac12\sigma_z$ for $j=0$.

```lean
/-- The two states of the `j`-th doublet have `m = j + 1/2` and `m = -(j + 1/2)`. -/
theorem mag_doublet {n : ℕ} (j : Fin n) :
    mag n (upper j) = (j : ℕ) + 1 / 2 ∧ mag n (lower j) = -((j : ℕ) + 1 / 2) := by
  have hj := j.isLt
  constructor
  · show ((n + (j : ℕ) : ℕ) : ℝ) - n + 1 / 2 = _
    push_cast
    ring
  · have h : (lower j : ℕ) + 1 + j = n := by
      show n - 1 - (j : ℕ) + 1 + j = n
      omega
    have h' : ((lower j : ℕ) : ℝ) + 1 + (j : ℕ) = n := by exact_mod_cast h
    unfold mag
    linarith

/-- The raising operator joins the two states of a doublet only for `m = ±1/2`, with
element `n`. -/
theorem compress_raising {n : ℕ} (j : Fin n) :
    compress j (raising n) = if (j : ℕ) = 0 then !![0, (n : ℂ); 0, 0] else 0 := by
  have hj := j.isLt
  have e00 : raising n (upper j) (upper j) = 0 := by simp [raising]
  have e11 : raising n (lower j) (lower j) = 0 := by simp [raising]
  have e10 : raising n (lower j) (upper j) = 0 := by
    unfold raising
    rw [Matrix.of_apply, if_neg]
    show ¬ (n - 1 - (j : ℕ) = n + j + 1)
    omega
  have e01 : raising n (upper j) (lower j) = if (j : ℕ) = 0 then (n : ℂ) else 0 := by
    unfold raising
    rw [Matrix.of_apply]
    split_ifs with h1 h h
    · -- for m = -1/2 the radicand is (S + 1/2)² = n²
      rw [(mag_doublet j).2, h]
      have hv : spin n * (spin n + 1)
          - -(((0 : ℕ) : ℝ) + 1 / 2) * (-(((0 : ℕ) : ℝ) + 1 / 2) + 1) = (n : ℝ) ^ 2 := by
        unfold spin
        push_cast
        ring
      rw [hv, Real.sqrt_sq (Nat.cast_nonneg n), Complex.ofReal_natCast]
    · change n + (j : ℕ) = n - 1 - j + 1 at h1
      omega
    · change ¬ (n + (j : ℕ) = n - 1 - j + 1) at h1
      omega
    · rfl
  ext a b
  split_ifs with h <;> fin_cases a <;> fin_cases b <;>
    simp [compress, doublet, e00, e01, e10, e11, h]

/-- On the doublet `±m` with `m = j + 1/2`, `S_z` compresses to `m σ_z`. -/
theorem compress_Sz {n : ℕ} (j : Fin n) :
    compress j (Sz n) = (((j : ℕ) : ℂ) + 1 / 2) • pauliZ := by
  obtain ⟨hu, hl⟩ := mag_doublet j
  have hne : upper j ≠ lower j := by
    intro h
    have h' : n + (j : ℕ) = n - 1 - j := congrArg Fin.val h
    have hj := j.isLt
    omega
  ext a b
  fin_cases a <;> fin_cases b <;>
    simp [compress, doublet, Sz, pauliZ, hu, hl, hne, hne.symm]

/-- `S_x` compresses to `(n/2) σ_x` on the doublet `m = ±1/2`, and to zero on every doublet
`±m` with `m ≥ 3/2`. -/
theorem compress_Sx {n : ℕ} (j : Fin n) :
    compress j (Sx n) = if (j : ℕ) = 0 then ((n : ℂ) / 2) • pauliX else 0 := by
  have hx : compress j (Sx n) =
      (1 / 2 : ℂ) • (compress j (raising n) + (compress j (raising n))ᴴ) := rfl
  rw [hx, compress_raising]
  split_ifs
  · ext a b
    fin_cases a <;> fin_cases b <;> simp [pauliX] <;> ring
  · simp
```

`mag_doublet` confirms the $m$ values. `compress_raising` treats the four entries separately: `simp` clears the two diagonal ones, `omega` decides for the other two whether the indices differ by one, and `Real.sqrt_sq` takes the root of $n^2$. `compress_Sz` reads off the diagonal, and `compress_Sx` adds the adjoint.

In axial symmetry a doublet is usually described by $\tfrac12\mu_B\left[g_\perp(B_x\sigma_x+B_y\sigma_y)+g_\parallel B_z\sigma_z\right]$. Comparison gives $(g_\perp,g_\parallel)=(ng,g)$ for $j=0$ and $(0,(2j+1)g)$ for $j\ge1$. The theorems themselves concern $S_x$ and $S_z$; the $y$ direction follows by axial symmetry, and the $g$ values are this comparison.

## The sign of $D$ selects the doublet

The levels are $D(j+\tfrac12)^2$, and the square grows with $j$. For $D>0$ the lowest doublet is therefore $j=0$; for $D<0$ it is $j=n-1$, that is, $m=\pm S$.

```lean
/-- The Hamiltonian `D S_z²` is diagonal, with the energies `D m²` as entries. -/
theorem axial_eq_diagonal (n : ℕ) (D : ℝ) :
    (D : ℂ) • (Sz n * Sz n) = diagonal fun k => ((level D k : ℝ) : ℂ) := by
  unfold Sz
  rw [diagonal_mul_diagonal]
  ext i j
  by_cases hij : i = j
  · subst hij
    simp only [Matrix.smul_apply, diagonal_apply_eq, smul_eq_mul, level]
    push_cast
    ring
  · simp [hij]

/-- The ground doublet of `D S_z²` is `m = ±1/2` for `D > 0` and `m = ±S` for `D < 0`. -/
theorem isGround_iff {n : ℕ} (D : ℝ) (j : Fin n) :
    (0 < D → (IsGround D j ↔ (j : ℕ) = 0)) ∧
    (D < 0 → (IsGround D j ↔ (j : ℕ) + 1 = n)) := by
  have hjn := j.isLt
  have hlev : ∀ (i : Fin n) (a : Fin 2),
      level D (doublet i a) = D * (((i : ℕ) : ℝ) + 1 / 2) ^ 2 := by
    intro i a
    fin_cases a
    · show D * mag n (upper i) ^ 2 = _
      rw [(mag_doublet i).1]
    · show D * mag n (lower i) ^ 2 = _
      rw [(mag_doublet i).2, neg_sq]
  have hj0 : (0 : ℝ) ≤ ((j : ℕ) : ℝ) := Nat.cast_nonneg _
  refine ⟨fun hD => ⟨fun h => ?_, fun h a k => ?_⟩, fun hD => ⟨fun h => ?_, fun h a k => ?_⟩⟩
  · by_contra hne
    have h1 : (1 : ℝ) ≤ ((j : ℕ) : ℝ) := by exact_mod_cast Nat.one_le_iff_ne_zero.2 hne
    obtain ⟨t, ht⟩ : ∃ t : Fin n, (t : ℕ) = 0 := ⟨⟨0, by omega⟩, rfl⟩
    have h2 := h 0 (doublet t 0)
    rw [hlev, hlev, ht, Nat.cast_zero] at h2
    have h3 := le_of_mul_le_mul_left h2 hD
    nlinarith
  · rw [hlev, h, Nat.cast_zero]
    show _ ≤ D * mag n k ^ 2
    refine mul_le_mul_of_nonneg_left ?_ hD.le
    -- a half-integer m has m² ≥ 1/4
    unfold mag
    rcases Nat.lt_or_ge (k : ℕ) n with hk | hk
    · have hk' : ((k : ℕ) : ℝ) + 1 ≤ n := by exact_mod_cast Nat.succ_le_of_lt hk
      nlinarith
    · have hk' : (n : ℝ) ≤ ((k : ℕ) : ℝ) := by exact_mod_cast hk
      nlinarith
  · by_contra hne
    obtain ⟨t, ht⟩ : ∃ t : Fin n, (t : ℕ) = j + 1 := ⟨⟨j + 1, by omega⟩, rfl⟩
    -- the next doublet would lie lower
    have h2 := h 0 (doublet t 0)
    rw [hlev, hlev, ht, Nat.cast_add, Nat.cast_one] at h2
    nlinarith [mul_nonneg (neg_nonneg.2 hD.le) hj0]
  · have h' : ((j : ℕ) : ℝ) + 1 = n := by exact_mod_cast h
    have hk : ((k : ℕ) : ℝ) + 1 ≤ 2 * n := by exact_mod_cast Nat.succ_le_of_lt k.isLt
    have hk0 : (0 : ℝ) ≤ ((k : ℕ) : ℝ) := Nat.cast_nonneg _
    rw [hlev]
    show _ ≤ D * mag n k ^ 2
    refine mul_le_mul_of_nonpos_left ?_ hD.le
    -- no state has |m| above S
    unfold mag
    exact sq_le_sq' (by linarith) (by linarith)
```

`axial_eq_diagonal` shows that the numbers $Dm^2$ are the diagonal entries of $DS_z^2$. In `isGround_iff`, a wrong candidate is refuted by a lower doublet: $j=0$ when $D>0$, and the next one, $j+1$, when $D<0$. The converse directions use $m^2\ge\tfrac14$ and $|m|\le S$.

## Nonzero $D$ and at least two doublets

The hypothesis `hD` says that there is a splitting. At $D=0$ all levels coincide and every doublet counts as ground; the criterion then fails for $j=0$, where $S_x$ is nonzero although $D$ is not positive. The proof uses `hD` to split into $D<0$ and $D>0$.

The hypothesis `hn` says $S\ge\tfrac32$. By hand it is used for $D<0$, where it makes $j=n-1\ge1$, so that $S_x$ compresses to zero; in the proof, `omega` draws this conclusion. What has to be excluded is $n=1$: a spin $\tfrac12$ has one doublet, which keeps $S_x=\tfrac12\sigma_x$ for either sign of $D$. For $n=0$ there is no doublet to speak about.

```lean
/-- For `S ≥ 3/2` and `D ≠ 0`, the compression of `S_x` to the ground doublet of `D S_z²` is
nonzero exactly when `D > 0`. -/
theorem transverse_iff_pos {n : ℕ} (hn : 2 ≤ n) {D : ℝ} (hD : D ≠ 0) (j : Fin n)
    (h : IsGround D j) : compress j (Sx n) ≠ 0 ↔ 0 < D := by
  rw [compress_Sx]
  rcases lt_or_gt_of_ne hD with hneg | hpos
  · have hj := ((isGround_iff D j).2 hneg).1 h
    rw [if_neg (by omega)]
    exact ⟨fun h' => absurd rfl h', fun h' => absurd h' (not_lt_of_ge hneg.le)⟩
  · rw [if_pos (((isGround_iff D j).1 hpos).1 h)]
    refine ⟨fun _ => hpos, fun _ h0 => ?_⟩
    have h1 := congrFun (congrFun h0 0) 1
    have h2 : (n : ℂ) = 0 := by simpa [pauliX] using h1
    have h3 : n = 0 := by exact_mod_cast h2
    omega

end

end KramersDoubletG
```

For $D>0$ the proof looks at the upper right entry of the block: if the block vanished, $n$ would be zero.

```lean
#print axioms KramersDoubletG.compress_Sz
#print axioms KramersDoubletG.axial_eq_diagonal
#print axioms KramersDoubletG.transverse_iff_pos
```

```
'KramersDoubletG.compress_Sz' depends on axioms: [propext, Classical.choice, Quot.sound]
'KramersDoubletG.axial_eq_diagonal' depends on axioms: [propext, Classical.choice, Quot.sound]
'KramersDoubletG.transverse_iff_pos' depends on axioms: [propext, Classical.choice, Quot.sound]
```

## Spin $5/2$ in numbers

Take $n=3$ and $g=2$. The levels are $D/4$, $9D/4$ and $25D/4$ for $m=\pm\tfrac12,\pm\tfrac32,\pm\tfrac52$. The element from $-\tfrac12$ to $+\tfrac12$ is $\sqrt{35/4+1/4}=3$, so $S_x\to\tfrac32\sigma_x$ on the first doublet. For $D>0$ the ground doublet has $(g_\perp,g_\parallel)=(6,2)$. For $D<0$ it is $m=\pm\tfrac52$, with $(g_\perp,g_\parallel)=(0,10)$.
